# Cholesky elimination of a Gram matrix is density fitting in its pivot vectors

Before an auxiliary-field Monte Carlo calculation, the two-electron integrals are often compressed by pivoted Cholesky elimination, which stops when every remaining diagonal entry is below a threshold. Each elimination step contributes one Cholesky vector, and so typically one auxiliary field. For real orbitals, the truncated integrals are those that density fitting in the Coulomb metric would give with the selected orbital products as the auxiliary basis, and the diagonal threshold bounds the error of every integral.

## Integrals as inner products

Let $E$ be a real inner-product space and let $f_i\in E$ be vectors labelled by $i$ in an index set $\iota$. In the electronic-structure case, $i$ labels a pair of real orbitals, $f_i$ is their product, and the inner product is the Coulomb interaction energy of two such charge distributions. The set $\iota$ may be infinite, and $E$ need not be complete.

```lean
import Mathlib

open scoped InnerProductSpace

namespace CholeskyDensityFitting

noncomputable section

variable {E ι : Type*} [NormedAddCommGroup E] [InnerProductSpace ℝ E]
```

The integrals form the Gram matrix
$$V_{ij}=\langle f_i,f_j\rangle .$$

```lean
/-- The Gram matrix of a family of vectors: its entries are their inner products. -/
def gramMatrix (f : ι → E) : Matrix ι ι ℝ := Matrix.of fun i j => ⟪f i, f j⟫_ℝ
```

## Elimination with nonzero pivots

The elimination starts from the residual $R=V$. A step with pivot $p$ requires $R_{pp}\neq0$ and replaces the residual by
$$R'_{ij}=R_{ij}-\frac{R_{ip}R_{pj}}{R_{pp}} .$$

```lean
/-- `CholeskyRun V J R`: elimination started from `V` has used the pivots in `J` (latest first),
each with a nonzero pivot value, and has left the residual `R`. -/
inductive CholeskyRun (V : Matrix ι ι ℝ) : List ι → Matrix ι ι ℝ → Prop
  | start : CholeskyRun V [] V
  | step {J : List ι} {R : Matrix ι ι ℝ} (p : ι) (hR : CholeskyRun V J R) (hp : R p p ≠ 0) :
      CholeskyRun V (p :: J) (Matrix.of fun i j => R i j - R i p * R p j / R p p)
```

`CholeskyRun V J R` says that the pivots in the list $J$, latest first, lead from $V$ to $R$. Any nonzero pivot is allowed, so the usual choice of the largest diagonal entry is one special case. The predicate describes elimination over the real numbers, without rounding. For a Gram matrix the pivot values will turn out to be squared norms, so the subtracted term is $L_iL_j$ with the familiar Cholesky vector $L_i=R_{ip}/\sqrt{R_{pp}}$.

## The fitting error as an orthogonal component

Write $J_a$ for the entry of $J$ at position $a$, which is `J.get a` in Lean. The fitting space is
$$S_J=\operatorname{span}\{f_{J_a}\}.$$

```lean
/-- The space spanned by the pivot vectors, which serves as the fitting basis. -/
def pivotSpan (f : ι → E) (J : List ι) : Submodule ℝ E :=
  Submodule.span ℝ (Set.range fun a : Fin J.length => f (J.get a))
```

It is spanned by finitely many vectors, hence finite-dimensional, so the orthogonal projection $P_J$ onto it exists.

```lean
instance (f : ι → E) (J : List ι) : FiniteDimensional ℝ (pivotSpan f J) :=
  FiniteDimensional.span_of_finite ℝ (Set.finite_range _)
```

The fit of $f_i$ is $P_Jf_i$, and its error is
$$e_i=f_i-P_Jf_i .$$

```lean
/-- The fitting error of `f i`: its component orthogonal to the pivot vectors. -/
def fitError (f : ι → E) (J : List ι) (i : ι) : E :=
  f i - (pivotSpan f J).starProjection (f i)
```

Two properties characterise this error. First, the fitted part lies in the fitting space: $f_i-e_i=P_Jf_i\in S_J$.

```lean
/-- The fitted part of each vector lies in the span of the pivot vectors. -/
theorem sub_fitError_mem (f : ι → E) (J : List ι) (i : ι) :
    f i - fitError f J i ∈ pivotSpan f J := by
  rw [fitError, sub_sub_cancel]
  exact Submodule.starProjection_apply_mem _ _
```

Second, the error is orthogonal to that space: $\langle e_i,u\rangle=0$ for every $u\in S_J$.

```lean
/-- The fitting error is orthogonal to every vector in the span of the pivot vectors. -/
theorem fitError_orth (f : ι → E) (J : List ι) (i : ι) {u : E} (hu : u ∈ pivotSpan f J) :
    ⟪fitError f J i, u⟫_ℝ = 0 :=
  Submodule.starProjection_inner_eq_zero _ _ hu
```

Conversely, if $f_i-w\in S_J$ and $w\perp S_J$, then $f_i=(f_i-w)+w$ is the orthogonal decomposition of $f_i$, so $w=e_i$.

```lean
/-- A vector `w` orthogonal to the pivot span, with `f i - w` inside that span, is the
fitting error of `f i`. -/
theorem fitError_unique {f : ι → E} {J : List ι} {i : ι} {w : E}
    (hw : f i - w ∈ pivotSpan f J) (ho : ∀ u ∈ pivotSpan f J, ⟪w, u⟫_ℝ = 0) :
    fitError f J i = w := by
  have h : (pivotSpan f J).starProjection (f i) = f i - w :=
    Submodule.eq_starProjection_of_mem_of_inner_eq_zero hw
      (fun u hu => by rw [sub_sub_cancel]; exact ho u hu)
  rw [fitError, h, sub_sub_cancel]
```

## One pivot is one Gram–Schmidt step

Add $p$ to the list and call the new error $e'_i$. Choose $c$ so that $c\,\langle e_p,e_p\rangle=\langle e_i,e_p\rangle$. The claim is
$$e'_i=e_i-c\,e_p .$$
By the characterisation above, two checks suffice. For membership,
$$f_i-(e_i-c\,e_p)=(f_i-e_i)+c\,\bigl(f_p-(f_p-e_p)\bigr),$$
and every term on the right lies in the enlarged span. For orthogonality to an old pivot vector, both $e_i$ and $e_p$ are already orthogonal to it. For the new one, $f_p-e_p\in S_J$ gives $\langle e_i,f_p\rangle=\langle e_i,e_p\rangle$ and $\langle e_p,f_p\rangle=\langle e_p,e_p\rangle$, hence
$$\langle e_i-c\,e_p,f_p\rangle=\langle e_i,e_p\rangle-c\,\langle e_p,e_p\rangle=0 .$$

```lean
/-- Adding a pivot `p` is one Gram–Schmidt step: the new error is the old one minus its
component along the old error of `f p`. -/
theorem fitError_cons (f : ι → E) (J : List ι) (p i : ι) (c : ℝ)
    (hc : c * ⟪fitError f J p, fitError f J p⟫_ℝ = ⟪fitError f J i, fitError f J p⟫_ℝ) :
    fitError f (p :: J) i = fitError f J i - c • fitError f J p := by
  have hmono : pivotSpan f J ≤ pivotSpan f (p :: J) := Submodule.span_le.2 (by
    rintro _ ⟨a, rfl⟩
    exact Submodule.subset_span ⟨a.succ, rfl⟩)
  have hfp : f p ∈ pivotSpan f (p :: J) :=
    Submodule.subset_span ⟨(0 : Fin (J.length + 1)), rfl⟩
  apply fitError_unique
  · have e : f i - (fitError f J i - c • fitError f J p)
        = (f i - fitError f J i) + c • (f p - (f p - fitError f J p)) := by module
    rw [e]
    exact add_mem (hmono (sub_fitError_mem f J i))
      (Submodule.smul_mem _ _ (sub_mem hfp (hmono (sub_fitError_mem f J p))))
  · -- orthogonality need only be checked on the pivot vectors, new and old
    have key : ∀ a : Fin (J.length + 1),
        ⟪fitError f J i - c • fitError f J p, f ((p :: J).get a)⟫_ℝ = 0 := by
      intro a
      refine Fin.cases ?_ (fun b => ?_) a
      · change ⟪fitError f J i - c • fitError f J p, f p⟫_ℝ = 0
        have h1 := fitError_orth f J i (sub_fitError_mem f J p)
        have h2 := fitError_orth f J p (sub_fitError_mem f J p)
        rw [inner_sub_right] at h1 h2
        rw [inner_sub_left, real_inner_smul_left]
        linear_combination h1 - c * h2 - hc
      · change ⟪fitError f J i - c • fitError f J p, f (J.get b)⟫_ℝ = 0
        have hb : f (J.get b) ∈ pivotSpan f J := Submodule.subset_span ⟨b, rfl⟩
        rw [inner_sub_left, real_inner_smul_left, fitError_orth f J i hb,
          fitError_orth f J p hb, mul_zero, sub_zero]
    intro u hu
    refine Submodule.span_induction
      (p := fun u _ => ⟪fitError f J i - c • fitError f J p, u⟫_ℝ = 0) ?_ ?_ ?_ ?_ hu
    · rintro _ ⟨a, rfl⟩
      exact key a
    · exact inner_zero_right _
    · intro x y _ _ hx hy
      rw [inner_add_right, hx, hy, add_zero]
    · intro r x _ hx
      rw [real_inner_smul_right, hx, mul_zero]
```

In the proof, `key` holds the orthogonality to the individual pivot vectors, and `Submodule.span_induction` extends it by linearity to the whole span.

## The residual is the Gram matrix of the errors

With no pivots, $S_J=\{0\}$, so $e_i=f_i$ and $R=V$. Suppose now that $R_{ij}=\langle e_i,e_j\rangle$ and that $R_{pp}\neq0$. The Gram–Schmidt coefficient is $c_i=R_{ip}/R_{pp}$, and
$$\langle e'_i,e'_j\rangle=R_{ij}-c_jR_{ip}-c_iR_{pj}+c_ic_jR_{pp}.$$
Because $R$ is symmetric, the three products $c_jR_{ip}$, $c_iR_{pj}$ and $c_ic_jR_{pp}$ are all equal to $R_{ip}R_{pj}/R_{pp}$. Two are subtracted and one is added, which leaves
$$\langle e'_i,e'_j\rangle=R_{ij}-\frac{R_{ip}R_{pj}}{R_{pp}},$$
exactly the Cholesky update.

```lean
/-- The Cholesky residual of a Gram matrix is the Gram matrix of the fitting errors. -/
theorem residual_eq_gram {f : ι → E} {J : List ι} {R : Matrix ι ι ℝ}
    (h : CholeskyRun (gramMatrix f) J R) : R = gramMatrix (fitError f J) := by
  induction h with
  | start =>
    have hb : pivotSpan f [] = ⊥ := by
      rw [pivotSpan, Submodule.span_eq_bot]
      rintro _ ⟨a, rfl⟩
      exact Fin.elim0 a
    have h0 : fitError f [] = f := by
      funext i
      refine fitError_unique (by rw [sub_self]; exact zero_mem _) (fun u hu => ?_)
      rw [hb] at hu
      rw [(Submodule.mem_bot ℝ).1 hu, inner_zero_right]
    rw [h0]
  | @step J R p hR hp ih =>
    rw [ih] at hp ⊢
    have hp' : ⟪fitError f J p, fitError f J p⟫_ℝ ≠ 0 := hp
    have hc := fun i => fitError_cons f J p i _
      (div_mul_cancel₀ ⟪fitError f J i, fitError f J p⟫_ℝ hp')
    ext i j
    change ⟪fitError f J i, fitError f J j⟫_ℝ - ⟪fitError f J i, fitError f J p⟫_ℝ *
      ⟪fitError f J p, fitError f J j⟫_ℝ / ⟪fitError f J p, fitError f J p⟫_ℝ
      = ⟪fitError f (p :: J) i, fitError f (p :: J) j⟫_ℝ
    rw [hc i, hc j]
    simp only [inner_sub_left, inner_sub_right, real_inner_smul_left, real_inner_smul_right]
    rw [real_inner_comm (fitError f J j) (fitError f J p)]
    field_simp
    ring
```

The Lean induction runs over the elimination itself: `start` is the case without pivots, and `step` is the calculation just given, finished by `field_simp` and `ring`.

## Nonzero pivots select independent vectors

Since $R_{pp}=\|e_p\|^2$, the pivot value vanishes exactly when $e_p=0$, that is, when $f_p$ already lies in $S_J$.

```lean
/-- The next pivot value is nonzero exactly when its vector is not already in the span of the
earlier pivot vectors. -/
theorem pivot_ne_zero_iff {f : ι → E} {J : List ι} {R : Matrix ι ι ℝ}
    (h : CholeskyRun (gramMatrix f) J R) (p : ι) : R p p ≠ 0 ↔ f p ∉ pivotSpan f J := by
  rw [residual_eq_gram h]
  refine not_congr ?_
  change ⟪fitError f J p, fitError f J p⟫_ℝ = 0 ↔ _
  rw [inner_self_eq_zero]
  constructor
  · intro h0
    have hm := sub_fitError_mem f J p
    rwa [h0, sub_zero] at hm
  · intro hf
    exact fitError_unique (by rwa [sub_zero]) (fun u _ => inner_zero_left u)
```

Every accepted pivot therefore adds a vector outside the span of the earlier ones, and by induction the pivot vectors are linearly independent. In particular, no index is used twice.

```lean
/-- The vectors selected as pivots are linearly independent. -/
theorem pivots_linearIndependent {f : ι → E} {J : List ι} {R : Matrix ι ι ℝ}
    (h : CholeskyRun (gramMatrix f) J R) :
    LinearIndependent ℝ (fun a : Fin J.length => f (J.get a)) := by
  induction h with
  | start =>
    have : IsEmpty (Fin ([] : List ι).length) := ⟨fun a => Fin.elim0 a⟩
    exact linearIndependent_empty_type
  | @step J R p hR hp ih =>
    have e : (fun a : Fin (J.length + 1) => f ((p :: J).get a))
        = (Fin.cons (f p) (fun a => f (J.get a)) : Fin (J.length + 1) → E) := by
      funext a
      refine Fin.cases ?_ (fun b => ?_) a <;> rfl
    have hcons := linearIndependent_finCons.2 ⟨ih, (pivot_ne_zero_iff hR p).1 hp⟩
    rw [← e] at hcons
    exact hcons
```

## The density-fitting formula

Let $V_{JJ}$ be the block of $V$ with rows and columns in $J$. Suppose $V_{JJ}c=0$ and put $x=\sum_a c_af_{J_a}$. Then $\langle f_{J_a},x\rangle=0$ for every $a$, so $\langle x,x\rangle=0$ and $x=0$. Linear independence gives $c=0$, and $V_{JJ}$ is invertible.

Now expand each fitted vector in the pivot vectors:
$$f_i-e_i=\sum_a C_{ia}f_{J_a}.$$
Taking the inner product with $f_{J_b}$, to which $e_i$ is orthogonal, gives
$$V_{\mathrm{all},J}=C\,V_{JJ}.$$
Taking it with $f_j$ and using $\langle e_i,f_j\rangle=\langle e_i,e_j\rangle=R_{ij}$ gives
$$V-R=C\,V_{J,\mathrm{all}}.$$
Eliminating $C$ yields
$$V-R=V_{\mathrm{all},J}\,V_{JJ}^{-1}\,V_{J,\mathrm{all}} .$$

```lean
/-- Cholesky elimination of a Gram matrix `V` with nonzero pivots is density fitting: the residual
is the Gram matrix of the fitting errors, the pivot block is invertible, and the approximant is
`V_(all,J) V_JJ⁻¹ V_(J,all)`. -/
theorem cholesky_eq_density_fitting {f : ι → E} {J : List ι} {R : Matrix ι ι ℝ}
    (h : CholeskyRun (gramMatrix f) J R) :
    R = gramMatrix (fitError f J) ∧
    IsUnit ((gramMatrix f).submatrix J.get J.get).det ∧
    gramMatrix f - R = (gramMatrix f).submatrix id J.get *
      ((gramMatrix f).submatrix J.get J.get)⁻¹ * (gramMatrix f).submatrix J.get id := by
  have hdet : IsUnit ((gramMatrix f).submatrix J.get J.get).det := by
    rw [isUnit_iff_ne_zero]
    intro hd
    obtain ⟨c, hc, h0⟩ := Matrix.exists_mulVec_eq_zero_iff.2 hd
    -- a null vector of the pivot block gives a combination of pivot vectors of zero norm
    obtain ⟨x, hx⟩ : ∃ x, x = ∑ a, c a • f (J.get a) := ⟨_, rfl⟩
    have ho : ∀ a, ⟪f (J.get a), x⟫_ℝ = 0 := by
      intro a
      rw [hx, inner_sum]
      refine (Finset.sum_congr rfl fun b _ => ?_).trans (congrFun h0 a)
      rw [real_inner_smul_right, mul_comm]
      rfl
    have hxx : ⟪x, x⟫_ℝ = 0 := by
      nth_rewrite 1 [hx]
      rw [sum_inner]
      exact Finset.sum_eq_zero fun a _ => by rw [real_inner_smul_left, ho a, mul_zero]
    exact hc (funext (Fintype.linearIndependent_iff.1 (pivots_linearIndependent h) c
      (hx.symm.trans (inner_self_eq_zero.1 hxx))))
  refine ⟨residual_eq_gram h, hdet, ?_⟩
  -- expand every fitted vector in the pivot vectors, with coefficients `C`
  have hex : ∀ i, ∃ c : Fin J.length → ℝ,
      ∑ a, c a • f (J.get a) = f i - fitError f J i :=
    fun i => (Submodule.mem_span_range_iff_exists_fun ℝ).1 (sub_fitError_mem f J i)
  choose C hC using hex
  have hsum : ∀ i y, ∑ a, C i a * ⟪f (J.get a), y⟫_ℝ = ⟪f i - fitError f J i, y⟫_ℝ := by
    intro i y
    rw [← hC i, sum_inner]
    exact Finset.sum_congr rfl fun a _ => (real_inner_smul_left _ _ _).symm
  have h1 : (gramMatrix f).submatrix id J.get
      = Matrix.of C * (gramMatrix f).submatrix J.get J.get := by
    ext i b
    rw [Matrix.mul_apply]
    change ⟪f i, f (J.get b)⟫_ℝ = ∑ a, C i a * ⟪f (J.get a), f (J.get b)⟫_ℝ
    rw [hsum, inner_sub_left, fitError_orth f J i (Submodule.subset_span ⟨b, rfl⟩), sub_zero]
  have h2 : gramMatrix f - R = Matrix.of C * (gramMatrix f).submatrix J.get id := by
    rw [residual_eq_gram h]
    ext i j
    rw [Matrix.mul_apply]
    change ⟪f i, f j⟫_ℝ - ⟪fitError f J i, fitError f J j⟫_ℝ
      = ∑ a, C i a * ⟪f (J.get a), f j⟫_ℝ
    have ho := fitError_orth f J i (sub_fitError_mem f J j)
    rw [inner_sub_right] at ho
    rw [hsum, inner_sub_left]
    linear_combination ho
  rw [h2, h1, Matrix.mul_nonsing_inv_cancel_right _ _ hdet]
```

The theorem has one hypothesis, a Cholesky run on `gramMatrix f`, and three conclusions: the residual is the Gram matrix of the fitting errors, the determinant of the pivot block is a unit (for real numbers, nonzero), and the approximant has the density-fitting form. The rectangular blocks are written with `submatrix`, where `id` keeps all indices and `J.get` selects the pivots. In the proof, `hdet` is the null-vector argument, while `h1` and `h2` are the two equations for $C$.

The fitting basis here consists of the pivot vectors themselves. A separately optimised auxiliary basis, as in much density-fitting practice, spans a different space in general, and the theorem does not compare the two.

With a single pivot $p$, the formula reduces to
$$V_{ij}-R_{ij}=\frac{V_{ip}V_{pj}}{V_{pp}} .$$
For $f_1=(1,0)$ and $f_2=(1,1)$ in the plane, with pivot 1, the approximant has all entries equal to 1. The only nonzero residual entry is $R_{22}=2-1=1$, the squared length of the component $(0,1)$ of $f_2$ orthogonal to $f_1$.

## The diagonal threshold controls every integral

Suppose $R_{ii}=\|e_i\|^2\le\tau$ for all $i$. The Cauchy–Schwarz inequality, followed by $2ab\le a^2+b^2$, gives
$$|R_{ij}|\le\|e_i\|\,\|e_j\|\le\tfrac12\bigl(\|e_i\|^2+\|e_j\|^2\bigr)\le\tau .$$

```lean
/-- If every diagonal entry of the residual is at most `τ`, then every entry of the residual is
at most `τ` in absolute value. -/
theorem residual_le_threshold {f : ι → E} {J : List ι} {R : Matrix ι ι ℝ}
    (h : CholeskyRun (gramMatrix f) J R) {τ : ℝ} (hτ : ∀ i, R i i ≤ τ) (i j : ι) :
    |R i j| ≤ τ := by
  rw [residual_eq_gram h] at hτ ⊢
  have hi : ⟪fitError f J i, fitError f J i⟫_ℝ ≤ τ := hτ i
  have hj : ⟪fitError f J j, fitError f J j⟫_ℝ ≤ τ := hτ j
  rw [real_inner_self_eq_norm_sq] at hi hj
  -- Cauchy–Schwarz, then the arithmetic–geometric mean inequality
  refine (abs_real_inner_le_norm (fitError f J i) (fitError f J j)).trans ?_
  nlinarith [sq_nonneg (‖fitError f J i‖ - ‖fitError f J j‖)]

end

end CholeskyDensityFitting
```

```lean
#print axioms CholeskyDensityFitting.cholesky_eq_density_fitting
#print axioms CholeskyDensityFitting.residual_le_threshold
```

```
'CholeskyDensityFitting.cholesky_eq_density_fitting' depends on axioms: [propext, Classical.choice, Quot.sound]
'CholeskyDensityFitting.residual_le_threshold' depends on axioms: [propext, Classical.choice, Quot.sound]
```

Monitoring the diagonal is therefore enough to bound the error of each individual integral. The bound is entrywise: it does not say how many pivots are needed to reach $\tau$, or how the integral errors accumulate in an energy.
